# Screening modes of linearised Thomas-Fermi-λ-Weizsäcker jellium are all real exactly when kF ≥ 12λ/π

Put a weakly charged sheet into a uniform electron gas. The electrons rearrange and screen it, and the density response dies away with distance z from the sheet. It may fall off monotonically, or it may change sign as it decays.

In Thomas-Fermi theory with a Weizsäcker gradient term of weight λ > 0, the answer depends on the Fermi wavevector kF > 0, given here in atomic units (inverse bohr). If kF ≥ 12λ/π, every mode exp(−kz) has a real k. At lower density the four modes are k = ±a ± ib with a, b > 0, and screening oscillates. In orbital-free density functional theory λ is a chosen parameter, so within this linearised model without exchange and correlation, that choice fixes the density at which oscillation sets in.

## The linearised equations

```lean
import Mathlib

open scoped Real

namespace ThomasFermiWeizsaeckerScreening

noncomputable section

/-- Density of the uniform electron gas with Fermi wavevector `kF`, in atomic units. -/
def density (kF : ℝ) : ℝ := kF ^ 3 / (3 * π ^ 2)
```

All quantities are in atomic units. The unperturbed density is n₀ = kF³/(3π²), written `density kF`.

```lean
/-- The linearised Thomas-Fermi-lambda-Weizsaecker equations of jellium for a density response `n`
and its electrostatic potential energy `v`, both varying along `z` only; the domain is `kF > 0`. -/
structure LinearisedTFW (lam kF : ℝ) (n v : ℝ → ℂ) : Prop where
  smooth_n : ContDiff ℝ 2 n
  smooth_v : ContDiff ℝ 2 v
  euler : ∀ z, (π : ℂ) ^ 2 / kF * n z - lam / (4 * (density kF : ℂ)) * deriv (deriv n) z + v z = 0
  poisson : ∀ z, deriv (deriv v) z = -(4 * (π : ℂ)) * n z
```

`LinearisedTFW lam kF n v` is a proposition: it says that the fields n and v satisfy the four listed conditions. Here n is the change in electron density and v the electrostatic potential energy of an electron. Both depend on the real coordinate z and take complex values (ℂ), as is usual for linear equations. The first two conditions make them twice continuously differentiable, and `deriv (deriv n)` is n″. The other two are

(π²/kF) n − (λ/(4n₀)) n″ + v = 0

v″ = −4πn.

The first is the linearised Euler equation, which keeps the chemical potential constant: π²/kF is the change of the Fermi energy kF²/2 per unit density, and the n″ term comes from the Weizsäcker energy. The second is Poisson's equation. Both are assumed here, not derived from an energy functional. The background is rigid and the response is small. Poisson's equation contains no external charge, so the two equations describe the gas away from the sheet.

```lean
/-- `k` is a screening mode if the linearised equations have a solution in which density and
potential are both proportional to `exp (-k z)`, with nonzero density amplitude. -/
def IsScreeningMode (lam kF : ℝ) (k : ℂ) : Prop :=
  ∃ A B : ℂ, A ≠ 0 ∧ LinearisedTFW lam kF
    (fun z => A * Complex.exp (-k * z)) (fun z => B * Complex.exp (-k * z))
```

A mode is a complex k for which n = A exp(−kz) and v = B exp(−kz) solve these equations with A ≠ 0. Growing exponentials count too; boundary conditions, which are not imposed here, would select among the modes.

```lean
/-- The quartic in the complex decay constant `k`; the domain is `kF > 0`. -/
def secular (lam kF : ℝ) (k : ℂ) : ℂ :=
  4 * (π : ℂ) - (π : ℂ) ^ 2 / kF * k ^ 2 + 3 * (π : ℂ) ^ 2 * lam / (4 * (kF : ℂ) ^ 3) * k ^ 4
```

This is the quartic whose roots will turn out to be the modes. With the abbreviations P = π²/kF and Q = 3π²λ/(4kF³), it reads

4π − Pk² + Qk⁴.

## From differential equations to a quartic

```lean
/-- Differentiating an exponential profile along `z` multiplies its amplitude by `-k`. -/
theorem deriv_profile (c k : ℂ) :
    deriv (fun z : ℝ => c * Complex.exp (-k * z)) =
      fun z : ℝ => (-k * c) * Complex.exp (-k * z) := by
  funext z
  have h1 := (((hasDerivAt_id' (z : ℂ)).const_mul (-k)).cexp).const_mul c
  have h2 : HasDerivAt (fun w : ℂ => c * Complex.exp (-k * w))
      ((-k * c) * Complex.exp (-k * z)) (z : ℂ) := h1.congr_deriv (by ring)
  exact h2.comp_ofReal.deriv
```

The derivative of c exp(−kz) is −kc exp(−kz). Lean applies the chain rule for a complex variable and then restricts to real z.

```lean
/-- For `kF > 0`, the screening modes are exactly the roots of the quartic. -/
theorem isScreeningMode_iff {lam kF : ℝ} (hk : 0 < kF) (k : ℂ) :
    IsScreeningMode lam kF k ↔ secular lam kF k = 0 := by
  have hk0 : (kF : ℂ) ≠ 0 := by exact_mod_cast hk.ne'
  have hpi : (π : ℂ) ≠ 0 := by exact_mod_cast Real.pi_ne_zero
  have hQ : (lam : ℂ) / (4 * (density kF : ℂ)) =
      3 * (π : ℂ) ^ 2 * lam / (4 * (kF : ℂ) ^ 3) := by
    unfold density
    push_cast
    field_simp
  have smooth : ∀ c : ℂ, ContDiff ℝ 2 (fun z : ℝ => c * Complex.exp (-k * z)) := fun c =>
    contDiff_const.mul ((contDiff_const.mul Complex.ofRealCLM.contDiff).cexp)
  unfold secular
  constructor
  · -- evaluate both equations at z = 0 and eliminate the potential amplitude
    rintro ⟨A, B, hA, h⟩
    have he := h.euler 0
    have hp := h.poisson 0
    simp only [deriv_profile, Complex.ofReal_zero, mul_zero, Complex.exp_zero, mul_one] at he hp
    rw [hQ] at he
    apply mul_left_cancel₀ hA
    linear_combination -k ^ 2 * he + hp
  · -- the Euler equation fixes the potential amplitude
    intro hs
    refine ⟨1, -((π : ℂ) ^ 2 / kF - 3 * (π : ℂ) ^ 2 * lam / (4 * (kF : ℂ) ^ 3) * k ^ 2),
      one_ne_zero, smooth _, smooth _, fun z => ?_, fun z => ?_⟩
    · simp only [deriv_profile]
      rw [hQ]
      ring
    · simp only [deriv_profile]
      linear_combination Complex.exp (-k * z) * hs
```

The symbol `↔` means "if and only if". By hand, note first that λ/(4n₀) = Q. Inserting the exponentials gives

PA − Qk²A + B = 0

k²B = −4πA.

Multiply the first equation by −k² and eliminate k²B with the second:

A(4π − Pk² + Qk⁴) = 0.

Since A ≠ 0, the bracket vanishes. Lean does the same at z = 0; `linear_combination` checks that the goal follows from the stated combination of known equations.

Conversely, let k be a root. Take A = 1 and B = −(P − Qk²). The Euler equation then holds at every z, and Poisson's equation holds because the quartic vanishes.

The theorem does not require λ > 0, so it includes the pure Thomas-Fermi limit λ = 0. There the quartic reduces to k² = 4kF/π, with two real modes, and screening never oscillates.

## The sign that decides

```lean
/-- For `kF > 0`, the discriminant of the quartic, read as a quadratic in `k ^ 2`, is
`π ^ 3 / kF ^ 3` times `π kF - 12 lam`. -/
theorem discriminant {lam kF : ℝ} (hk : 0 < kF) :
    (π ^ 2 / kF) ^ 2 - 4 * (3 * π ^ 2 * lam / (4 * kF ^ 3)) * (4 * π) =
      π ^ 3 / kF ^ 3 * (π * kF - 12 * lam) := by
  field_simp
  ring
```

As a quadratic in k², the quartic has discriminant

P² − 4Q·4π = π⁴/kF² − 12π³λ/kF³ = (π³/kF³)(πkF − 12λ).

Its sign is that of kF − 12λ/π. A real k² could still be negative and make k imaginary, so the next lemma also uses the signs of the coefficients.

```lean
/-- A biquadratic `Q k^4 - P k^2 + C` with `P, Q, C > 0` and nonnegative discriminant has the
coefficients of one with real roots `±a`, `±b`. -/
theorem real_roots {P Q C : ℝ} (hP : 0 < P) (hQ : 0 < Q) (hC : 0 < C) (hD : 4 * Q * C ≤ P ^ 2) :
    ∃ a b : ℝ, 0 < a ∧ 0 < b ∧ Q * (a ^ 2 + b ^ 2) = P ∧ Q * a ^ 2 * b ^ 2 = C := by
  have hQC := mul_pos hQ hC
  obtain ⟨r, hr0, hr⟩ : ∃ r : ℝ, 0 ≤ r ∧ r ^ 2 = P ^ 2 - 4 * Q * C :=
    ⟨Real.sqrt (P ^ 2 - 4 * Q * C), Real.sqrt_nonneg _, Real.sq_sqrt (by linarith)⟩
  have hrP : r < P := by nlinarith
  obtain ⟨u, hu⟩ : ∃ u : ℝ, 2 * Q * u = P - r := ⟨(P - r) / (2 * Q), by field_simp⟩
  obtain ⟨w, hw⟩ : ∃ w : ℝ, 2 * Q * w = P + r := ⟨(P + r) / (2 * Q), by field_simp⟩
  have h2Q : 0 < 2 * Q := by positivity
  have hu0 : 0 < u := (mul_pos_iff_of_pos_left h2Q).1 (by rw [hu]; linarith)
  have hw0 : 0 < w := (mul_pos_iff_of_pos_left h2Q).1 (by rw [hw]; linarith)
  refine ⟨Real.sqrt u, Real.sqrt w, Real.sqrt_pos.2 hu0, Real.sqrt_pos.2 hw0, ?_, ?_⟩
  · rw [Real.sq_sqrt hu0.le, Real.sq_sqrt hw0.le]
    linear_combination (hu + hw) / 2
  · rw [Real.sq_sqrt hu0.le, Real.sq_sqrt hw0.le]
    have h4Q : 4 * Q ≠ 0 := by positivity
    apply mul_left_cancel₀ h4Q
    linear_combination (2 * Q * w) * hu + (P - r) * hw - hr
```

Let P, Q, C > 0 and P² ≥ 4QC. Set r = √(P² − 4QC). Since QC > 0, we have r < P, so both solutions for k²,

u = (P − r)/(2Q) and w = (P + r)/(2Q),

are positive. With a = √u and b = √w, we get Q(a² + b²) = P and Qa²b² = C, which means

Qk⁴ − Pk² + C = Q(k² − a²)(k² − b²).

Lean states the two coefficient identities; the factorisation is used later.

```lean
/-- A biquadratic `Q k^4 - P k^2 + C` with `P, Q, C > 0` and negative discriminant has the
coefficients of one with roots `±a ± ib`, where `a` and `b` are positive. -/
theorem complex_roots {P Q C : ℝ} (hP : 0 < P) (hQ : 0 < Q) (hC : 0 < C)
    (hD : P ^ 2 < 4 * Q * C) :
    ∃ a b : ℝ, 0 < a ∧ 0 < b ∧ Q * (2 * (a ^ 2 - b ^ 2)) = P ∧ Q * (a ^ 2 + b ^ 2) ^ 2 = C := by
  obtain ⟨s, hs, hsQ⟩ : ∃ s : ℝ, 0 < s ∧ Q * s ^ 2 = C :=
    ⟨Real.sqrt (C / Q), Real.sqrt_pos.2 (div_pos hC hQ), by
      rw [Real.sq_sqrt (div_pos hC hQ).le]; field_simp⟩
  obtain ⟨p, hp⟩ : ∃ p : ℝ, 2 * Q * p = P := ⟨P / (2 * Q), by field_simp⟩
  have h2Q : 0 < 2 * Q := by positivity
  have hp0 : 0 < p := (mul_pos_iff_of_pos_left h2Q).1 (by rw [hp]; exact hP)
  -- the negative discriminant says that p lies below s
  have hps : p < s := by
    by_contra hn
    have h1 := pow_le_pow_left₀ hs.le (not_lt.1 hn) 2
    have h2 := mul_le_mul_of_nonneg_left h1 (by positivity : 0 ≤ 4 * Q ^ 2)
    have e1 : 4 * Q ^ 2 * p ^ 2 = P ^ 2 := by linear_combination (2 * Q * p + P) * hp
    have e2 : 4 * Q ^ 2 * s ^ 2 = 4 * Q * C := by linear_combination 4 * Q * hsQ
    linarith
  have ha : 0 < (s + p) / 2 := by linarith
  have hb : 0 < (s - p) / 2 := by linarith
  refine ⟨Real.sqrt ((s + p) / 2), Real.sqrt ((s - p) / 2), Real.sqrt_pos.2 ha,
    Real.sqrt_pos.2 hb, ?_, ?_⟩
  · rw [Real.sq_sqrt ha.le, Real.sq_sqrt hb.le]
    linear_combination hp
  · rw [Real.sq_sqrt ha.le, Real.sq_sqrt hb.le]
    linear_combination hsQ
```

Now let P² < 4QC. Set s = √(C/Q) and p = P/(2Q). The inequality says p² < s², hence 0 < p < s, and we may define

a² = (s + p)/2, b² = (s − p)/2,

with a and b positive. Then a² − b² = p and a² + b² = s, which are the two identities claimed. Lean proves p < s by contradiction.

## Both sides of the threshold

```lean
/-- For `lam > 0` and `0 < kF < 12 lam / π`, the screening modes are exactly the four complex
numbers `±a ± ib` for some positive `a` and `b`. -/
theorem modes_low_density {lam kF : ℝ} (hl : 0 < lam) (hk : 0 < kF) (h : kF < 12 * lam / π) :
    ∃ a b : ℝ, 0 < a ∧ 0 < b ∧ ∀ k : ℂ, IsScreeningMode lam kF k ↔
      k = a + b * Complex.I ∨ k = a - b * Complex.I ∨
      k = -(a + b * Complex.I) ∨ k = -(a - b * Complex.I) := by
  have hlt := (lt_div_iff₀ Real.pi_pos).1 h
  have hneg : π ^ 3 / kF ^ 3 * (π * kF - 12 * lam) < 0 :=
    mul_neg_of_pos_of_neg (by positivity) (by linarith)
  have hdisc := discriminant (lam := lam) hk
  obtain ⟨a, b, ha, hb, h1, h2⟩ := complex_roots (P := π ^ 2 / kF)
    (Q := 3 * π ^ 2 * lam / (4 * kF ^ 3)) (C := 4 * π) (by positivity) (by positivity)
    (by positivity) (by linarith)
  have hQ0 : 3 * π ^ 2 * lam / (4 * kF ^ 3) ≠ 0 := by positivity
  have hQ : 3 * (π : ℂ) ^ 2 * lam / (4 * (kF : ℂ) ^ 3) ≠ 0 := by exact_mod_cast hQ0
  have c1 : 3 * (π : ℂ) ^ 2 * lam / (4 * (kF : ℂ) ^ 3) * (2 * ((a : ℂ) ^ 2 - (b : ℂ) ^ 2)) =
      (π : ℂ) ^ 2 / kF := by exact_mod_cast h1
  have c2 : 3 * (π : ℂ) ^ 2 * lam / (4 * (kF : ℂ) ^ 3) * ((a : ℂ) ^ 2 + (b : ℂ) ^ 2) ^ 2 =
      4 * (π : ℂ) := by exact_mod_cast h2
  have s1 : ((a : ℂ) + b * Complex.I) ^ 2 + (a - b * Complex.I) ^ 2 =
      2 * ((a : ℂ) ^ 2 - (b : ℂ) ^ 2) := by linear_combination 2 * (b : ℂ) ^ 2 * Complex.I_sq
  have s2 : ((a : ℂ) + b * Complex.I) * (a - b * Complex.I) = (a : ℂ) ^ 2 + (b : ℂ) ^ 2 := by
    linear_combination -(b : ℂ) ^ 2 * Complex.I_sq
  refine ⟨a, b, ha, hb, fun k => ?_⟩
  rw [isScreeningMode_iff hk]
  generalize (a : ℂ) + b * Complex.I = w at *
  generalize (a : ℂ) - b * Complex.I = w' at *
  -- the quartic splits into four linear factors
  have hfac : secular lam kF k = 3 * (π : ℂ) ^ 2 * lam / (4 * (kF : ℂ) ^ 3) *
      ((k - w) * (k - w') * (k + w) * (k + w')) := by
    unfold secular
    linear_combination -c2 + k ^ 2 * c1 +
      3 * (π : ℂ) ^ 2 * lam / (4 * (kF : ℂ) ^ 3) * k ^ 2 * s1 -
      3 * (π : ℂ) ^ 2 * lam / (4 * (kF : ℂ) ^ 3) * (w * w' + (a : ℂ) ^ 2 + (b : ℂ) ^ 2) * s2
  rw [hfac, mul_eq_zero, or_iff_right hQ]
  simp only [mul_eq_zero, sub_eq_zero, add_eq_zero_iff_eq_neg, or_assoc]
```

Below the threshold the discriminant is negative, so the previous lemma applies with C = 4π. Write w = a + ib and w′ = a − ib. Then w² + w′² = 2(a² − b²) and ww′ = a² + b², so

4π − Pk² + Qk⁴ = Q(k − w)(k − w′)(k + w)(k + w′).

As Q ≠ 0, the modes are exactly w, w′, −w and −w′. In Lean, `hfac` is this factorisation, and the last two lines read off the roots.

For a numerical instance, take kF = 1 and λ = 1, which lies below the threshold 12/π ≈ 3.82. Then p = 2/3 and s = √(16/(3π)) ≈ 1.303, so a ≈ 0.992 and b ≈ 0.564.

```lean
/-- For `lam, kF > 0`, all screening modes have a real decay constant if and only if
`kF ≥ 12 lam / π`. -/
theorem all_modes_real_iff {lam kF : ℝ} (hl : 0 < lam) (hk : 0 < kF) :
    (∀ k : ℂ, IsScreeningMode lam kF k → k.im = 0) ↔ 12 * lam / π ≤ kF := by
  constructor
  · -- below the threshold a + ib is a mode with b > 0
    intro hreal
    by_contra hn
    obtain ⟨a, b, _, hb, hm⟩ := modes_low_density hl hk (not_le.1 hn)
    have him := hreal _ ((hm _).2 (Or.inl rfl))
    simp at him
    exact hb.ne' him
  · intro h k hmode
    have hle := (div_le_iff₀ Real.pi_pos).1 h
    have hpos : 0 ≤ π ^ 3 / kF ^ 3 * (π * kF - 12 * lam) :=
      mul_nonneg (by positivity) (by linarith)
    have hdisc := discriminant (lam := lam) hk
    obtain ⟨a, b, _, _, h1, h2⟩ := real_roots (P := π ^ 2 / kF)
      (Q := 3 * π ^ 2 * lam / (4 * kF ^ 3)) (C := 4 * π) (by positivity) (by positivity)
      (by positivity) (by linarith)
    have hQ0 : 3 * π ^ 2 * lam / (4 * kF ^ 3) ≠ 0 := by positivity
    have hQ : 3 * (π : ℂ) ^ 2 * lam / (4 * (kF : ℂ) ^ 3) ≠ 0 := by exact_mod_cast hQ0
    have c1 : 3 * (π : ℂ) ^ 2 * lam / (4 * (kF : ℂ) ^ 3) * ((a : ℂ) ^ 2 + (b : ℂ) ^ 2) =
        (π : ℂ) ^ 2 / kF := by exact_mod_cast h1
    have c2 : 3 * (π : ℂ) ^ 2 * lam / (4 * (kF : ℂ) ^ 3) * (a : ℂ) ^ 2 * (b : ℂ) ^ 2 =
        4 * (π : ℂ) := by exact_mod_cast h2
    have hs := (isScreeningMode_iff hk k).1 hmode
    have hfac : 3 * (π : ℂ) ^ 2 * lam / (4 * (kF : ℂ) ^ 3) *
        ((k - a) * (k + a) * (k - b) * (k + b)) = 0 := by
      unfold secular at hs
      linear_combination hs + c2 - k ^ 2 * c1
    have hz := (mul_eq_zero.1 hfac).resolve_left hQ
    simp only [mul_eq_zero, sub_eq_zero, add_eq_zero_iff_eq_neg, or_assoc] at hz
    rcases hz with e | e | e | e <;> simp [e]
```

The left side says that every complex k which is a mode has imaginary part zero (`k.im = 0`). If kF were below the threshold, a + ib would be a mode with b > 0, a contradiction. If kF ≥ 12λ/π, the discriminant is nonnegative and the real factorisation gives

Q(k − a)(k + a)(k − b)(k + b) = 0,

so k is one of ±a, ±b. Lean's final line goes through these four cases. Each of the four numbers is indeed a root, and therefore a mode.

At the same kF = 1, the smaller weight λ = 1/9 moves the threshold down to about 0.42. The modes are then real: k ≈ ±1.20 and k ≈ ±3.25.

## At the threshold, and the shape of an oscillating mode

```lean
/-- At the threshold `lam = π kF / 12` with `kF > 0`, the quartic is a positive multiple of the
square of `k ^ 2 - 8 kF / π`. -/
theorem secular_threshold {kF : ℝ} (hk : 0 < kF) (k : ℂ) :
    secular (π * kF / 12) kF k =
      (π : ℂ) ^ 3 / (16 * (kF : ℂ) ^ 2) * (k ^ 2 - 8 * (kF : ℂ) / π) ^ 2 := by
  have hk0 : (kF : ℂ) ≠ 0 := by exact_mod_cast hk.ne'
  have hpi : (π : ℂ) ≠ 0 := by exact_mod_cast Real.pi_ne_zero
  unfold secular
  push_cast
  field_simp
  ring
```

For λ = πkF/12 the quartic is a perfect square:

(π³/(16kF²))(k² − 8kF/π)².

The four roots merge in pairs at k = ±√(8kF/π), where k² is twice the Thomas-Fermi value. At such a double root the differential equations also have solutions of the form z exp(−kz) in the density, which the definition of a mode leaves out.

```lean
/-- For real `a`, `b` and `z`, the real part of `exp (-k z)` with `k = a + ib` is
`exp (-a z) cos (b z)`. -/
theorem profile_re (a b z : ℝ) :
    (Complex.exp (-((a : ℂ) + b * Complex.I) * z)).re = Real.exp (-a * z) * Real.cos (b * z) := by
  have h : -((a : ℂ) + b * Complex.I) * z =
      ((-a * z : ℝ) : ℂ) + ((-(b * z) : ℝ) : ℂ) * Complex.I := by
    push_cast
    ring
  rw [h, Complex.exp_re]
  simp

end

end ThomasFermiWeizsaeckerScreening
```

For k = a + ib, the exponent is −az − ibz, and Euler's formula gives

Re exp(−kz) = exp(−az) cos(bz).

With a, b > 0 this is a damped oscillation of wavelength 2π/b. In the instance kF = λ = 1 the wavelength is about 11 bohr while the decay length 1/a is about 1 bohr, so the factor exp(−az) has already dropped to about 6% when exp(−az) cos(bz) first changes sign, at z = π/(2b) ≈ 2.8 bohr. A different phase would move that point. These are not Friedel oscillations, which come from the sharp Fermi surface that this gradient model does not resolve.

```lean
#print axioms ThomasFermiWeizsaeckerScreening.all_modes_real_iff
-- 'ThomasFermiWeizsaeckerScreening.all_modes_real_iff' depends on axioms: [propext, Classical.choice, Quot.sound]
#print axioms ThomasFermiWeizsaeckerScreening.secular_threshold
-- 'ThomasFermiWeizsaeckerScreening.secular_threshold' depends on axioms: [propext, Classical.choice, Quot.sound]
#print axioms ThomasFermiWeizsaeckerScreening.profile_re
-- 'ThomasFermiWeizsaeckerScreening.profile_re' depends on axioms: [propext, Classical.choice, Quot.sound]
```
